# Eliminating double occupancy on a three-site Hubbard chain: exchange J and singlet hopping −J/2

Two electrons in a singlet state on an open three-site chain can briefly occupy the same site, at an energy cost `U`. The theorem states that the second-order correction −DDᵀ/U, added to the bare hopping, gives exactly the t-J matrix plus a three-site term that moves a singlet between the two bonds with amplitude −J/2. Here D is the hopping matrix from doubly occupied sites to singlets, and the parameters are real with `U ≠ 0` and JU = 4t². The second-order formula is taken as given; what is proved is an identity between 3×3 matrices. The attempt pulls out the common factor J/2, computes the remaining numerical matrix product in `hN`, and then compares entries.

In Lean, a first try:

```lean
import Mathlib

open Matrix Filter Topology

namespace ThreeSiteFromVirtualDoublons

noncomputable section

/-- The t-J Hamiltonian of two electrons on a three-site chain, without three-site term, in the
basis of singlets on the sites (1,2), (1,3), (2,3). -/
def tJ (t J : ℝ) : Matrix (Fin 3) (Fin 3) ℝ :=
  !![-J, -t, 0; -t, 0, -t; 0, -t, -J]

/-- The three-site term: a singlet hops between the bonds (1,2) and (2,3) with amplitude `-g`. -/
def threeSite (g : ℝ) : Matrix (Fin 3) (Fin 3) ℝ :=
  !![0, 0, -g; 0, 0, 0; -g, 0, 0]

/-- Hubbard hopping from the doubly occupied sites 1, 2, 3 (columns) to the singlets on
(1,2), (1,3), (2,3) (rows). -/
def doublonHop (t : ℝ) : Matrix (Fin 3) (Fin 3) ℝ :=
  (-(√2 * t)) • !![1, 1, 0; 0, 0, 0; 0, 1, 1]

/-- Second-order elimination of doubly occupied sites at energy `U ≠ 0`, with `J U = 4 t²`,
yields the t-J chain together with a three-site term of amplitude `-J/2`. -/
theorem threeSite_from_virtual_doublons (t J U : ℝ) (hU : U ≠ 0) (hJ : J * U = 4 * t ^ 2) :
    tJ t 0 - (1 / U) • (doublonHop t * (doublonHop t)ᵀ) = tJ t J + threeSite (J / 2) := by
  have hs : √2 * √2 = (2 : ℝ) := Real.mul_self_sqrt (by norm_num)
  have hp : -(√2 * t) * -(√2 * t) = J * U / 2 := by
    linear_combination t ^ 2 * hs - hJ / 2
  have hc : 1 / U * -(√2 * t) * -(√2 * t) = J / 2 := by
    calc 1 / U * -(√2 * t) * -(√2 * t) = 1 / U * (-(√2 * t) * -(√2 * t)) := by ring
      _ = J / 2 := by rw [hp]; field_simp
  -- overlaps of the singlets through shared doubly occupied sites
  have hN : (!![1, 1, 0; 0, 0, 0; 0, 1, 1] : Matrix (Fin 3) (Fin 3) ℝ) *
      (!![1, 1, 0; 0, 0, 0; 0, 1, 1] : Matrix (Fin 3) (Fin 3) ℝ)ᵀ =
      !![2, 0, 1; 0, 0, 0; 1, 0, 2] := by
    ext i j
    rw [Matrix.mul_apply, Fin.sum_univ_three]
    fin_cases i <;> fin_cases j <;> norm_num [Matrix.transpose_apply]
  -- all virtual processes carry the common factor J/2
  rw [doublonHop, Matrix.transpose_smul, Matrix.smul_mul, Matrix.mul_smul, smul_smul,
    smul_smul, hc, hN]
  ext i j
  fin_cases i <;> fin_cases j <;>
    simp [tJ, threeSite] <;> ring

end

end ThreeSiteFromVirtualDoublons
```

Messages:

```
Main.lean:36:39: error: unsolved goals
case «0».«0»
t J U : ℝ
hU : U ≠ 0
hJ : J * U = 4 * t ^ 2
hs : √2 * √2 = 2
hp : -(√2 * t) * -(√2 * t) = J * U / 2
hc : 1 / U * -(√2 * t) * -(√2 * t) = J / 2
⊢ ![1, 1, 0] 2 = 0

case «0».«1»
t J U : ℝ
hU : U ≠ 0
hJ : J * U = 4 * t ^ 2
hs : √2 * √2 = 2
hp : -(√2 * t) * -(√2 * t) = J * U / 2
hc : 1 / U * -(√2 * t) * -(√2 * t) = J / 2
⊢ ![1, 1, 0] 2 = 0 ∨ ![0, 0, 0] 2 = 0

case «0».«2»
t J U : ℝ
hU : U ≠ 0
hJ : J * U = 4 * t ^ 2
hs : √2 * √2 = 2
hp : -(√2 * t) * -(√2 * t) = J * U / 2
hc : 1 / U * -(√2 * t) * -(√2 * t) = J / 2
⊢ ![1, 1, 0] 2 = 0 ∨ ![0, 1, 1] 2 = 0

case «1».«0»
t J U : ℝ
hU : U ≠ 0
hJ : J * U = 4 * t ^ 2
hs : √2 * √2 = 2
hp : -(√2 * t) * -(√2 * t) = J * U / 2
hc : 1 / U * -(√2 * t) * -(√2 * t) = J / 2
⊢ ![0, 0, 0] 2 = 0 ∨ ![1, 1, 0] 2 = 0

case «1».«1»
t J U : ℝ
hU : U ≠ 0
hJ : J * U = 4 * t ^ 2
hs : √2 * √2 = 2
hp : -(√2 * t) * -(√2 * t) = J * U / 2
hc : 1 / U * -(√2 * t) * -(√2 * t) = J / 2
⊢ ![0, 0, 0] 2 = 0

case «1».«2»
t J U : ℝ
hU : U ≠ 0
hJ : J * U = 4 * t ^ 2
hs : √2 * √2 = 2
hp : -(√2 * t) * -(√2 * t) = J * U / 2
hc : 1 / U * -(√2 * t) * -(√2 * t) = J / 2
⊢ ![0, 0, 0] 2 = 0 ∨ ![0, 1, 1] 2 = 0

case «2».«0»
t J U : ℝ
hU : U ≠ 0
hJ : J * U = 4 * t ^ 2
hs : √2 * √2 = 2
hp : -(√2 * t) * -(√2 * t) = J * U / 2
hc : 1 / U * -(√2 * t) * -(√2 * t) = J / 2
⊢ ![0, 1, 1] 2 = 0 ∨ ![1, 1, 0] 2 = 0

case «2».«1»
t J U : ℝ
hU : U ≠ 0
hJ : J * U = 4 * t ^ 2
hs : √2 * √2 = 2
hp : -(√2 * t) * -(√2 * t) = J * U / 2
hc : 1 / U * -(√2 * t) * -(√2 * t) = J / 2
⊢ ![0, 1, 1] 2 = 0 ∨ ![0, 0, 0] 2 = 0

case «2».«2»
t J U : ℝ
hU : U ≠ 0
hJ : J * U = 4 * t ^ 2
hs : √2 * √2 = 2
hp : -(√2 * t) * -(√2 * t) = J * U / 2
hc : 1 / U * -(√2 * t) * -(√2 * t) = J / 2
⊢ 1 + ![0, 1, 1] 2 * ![0, 1, 1] 2 = 2
```

What went wrong. The error lies in `hN`, the product of the numerical matrix with its transpose. Once the sum over three indices is written out, each entry contains a third summand with vector entries at index 2. `norm_num` leaves these unevaluated, as in `![1, 1, 0] 2 = 0`, although that entry is plainly 0. All nine goals are true but remain open for this reason.

Mathlib evaluates such an entry with the simplification procedure `Matrix.cons_val`. `simp` runs such procedures by default, but the simplifier inside `norm_num` does not; its ordinary lemmas only deal with indices 0 and 1 here. The repair therefore calls `simp [Matrix.transpose_apply]` first, which reads off the entries, and leaves any remaining arithmetic to `norm_num`.

Removing `ring` at the end of the proof is mere tidying: `simp` already closes every goal there.

This version goes through:

```diff
@@ -37,5 +37,5 @@
     ext i j
     rw [Matrix.mul_apply, Fin.sum_univ_three]
-    fin_cases i <;> fin_cases j <;> norm_num [Matrix.transpose_apply]
+    fin_cases i <;> fin_cases j <;> simp [Matrix.transpose_apply] <;> norm_num
   -- all virtual processes carry the common factor J/2
   rw [doublonHop, Matrix.transpose_smul, Matrix.smul_mul, Matrix.mul_smul, smul_smul,
@@ -43,5 +43,5 @@
   ext i j
   fin_cases i <;> fin_cases j <;>
-    simp [tJ, threeSite] <;> ring
+    simp [tJ, threeSite]
 
 end
```
